# The band energy of smeared, non-interacting levels does not in general have the Hellmann–Feynman slope

## Definitions and conventions

Take a finite set of one-electron levels, labelled by $i$, with energies that depend linearly on a real parameter $t$:

$$e_i + t\,v_i .$$

Each label holds at most one electron, so a spin-degenerate level is entered twice. The temperature $T>0$ is in energy units; it may be a physical temperature or a smearing width. At energy $x$ above the chemical potential, the Fermi–Dirac occupation and the smearing weight are

$$f(x)=\frac{1}{e^{x/T}+1},\qquad s(x)=\frac{f(x)\,(1-f(x))}{T}.$$

The chemical potential $\mu(t)$ keeps the electron number at a fixed real value $N$:

$$\sum_i f(e_i+t v_i-\mu(t))=N\quad\text{for all } t .$$

At $t=0$ write $f_i=f(e_i-\mu(0))$ and $w_i=s(e_i-\mu(0))$. For any numbers $a_i$, the weighted mean is $\bar a=\sum_i w_i a_i/\sum_i w_i$. The band energy is the sum of occupation times level energy, without an entropy term:

$$E(t)=\sum_i f(e_i+t v_i-\mu(t))\,(e_i+t v_i).$$

## Two ways for the energy to change

If $t$ is a nuclear displacement, $v_i$ stands for the first-order shift of level $i$, that is, the expectation value of the derivative of the Hamiltonian in that normalised orbital. Within a degenerate level, the orbitals must be chosen so that they diagonalise this derivative. The Hellmann–Feynman expression $\sum_i f_i v_i$ moves the levels and keeps the occupations frozen; the corresponding force is its negative. In a smeared metal the occupations also respond whenever levels move relative to the chemical potential. The resulting transfer of electrons between levels of different energy can change $E$ at first order.

For this non-interacting model with one parameter, a finite-difference test of Hellmann–Feynman forces against the band energy can therefore disagree even when both are computed correctly. The energy that matches these forces at fixed $N$ is the free energy $E-TS$, where $S=-\sum_i[g_i\ln g_i+(1-g_i)\ln(1-g_i)]$ and $g_i$ is the occupation of level $i$ at parameter $t$. This last statement is not among the Lean theorems below.

## The slope of the band energy

For a nonempty set of levels,

$$E'(0)=\sum_i f_i v_i-\sum_i w_i e_i\,(v_i-\bar v).$$

The second sum is the weighted covariance $\sum_i w_i(e_i-\bar e)(v_i-\bar v)$, with unnormalised weights. It vanishes when all $v_i$ are equal, and in particular for a single level. If $v_i=e_i$ and at least two levels differ, it is positive, and $E'(0)$ lies strictly below the Hellmann–Feynman value.

In Lean the first statement is `bandEnergy_hasDerivAt`. Its ingredients correspond to the physics as follows.

- `ι` is the finite set of labels, and `e v : ι → ℝ` are the level energies and their slopes. Degenerate levels are allowed.
- `fermi T` is $f$, `smear T` is $s$, and `wmean w a` is the mean of `a` with weights `w`.
- `electronCount` and `bandEnergy` take the levels and a chemical potential `m` as separate arguments. The theorem inserts `fun i => e i + t * v i` and `μ t`.
- `hμ` is the conservation law for all real $t$. It fixes the sum of the occupations, which is the mean number of electrons.
- `HasDerivAt … 0` says that $E$ is differentiable at $t=0$ and has the stated slope.

No smoothness of `μ` is assumed; its differentiability at $0$ is derived. Its existence, on the other hand, is part of the hypothesis. For $N$ strictly between zero and the number of levels, such a function can be found by the intermediate value theorem, since the electron count rises continuously with the chemical potential from one bound to the other.

The model has no orbitals, no self-consistent response of the potential and no integral over a Brillouin zone. The $v_i$ are given numbers, not matrix elements derived from a Hamiltonian, and the smearing is of Fermi–Dirac type only.

## Derivation

**Slope of the occupation.** Differentiating $f$ gives

$$f'(x)=-\frac{1}{T}\,\frac{e^{x/T}}{(e^{x/T}+1)^2}=-\frac{f(x)(1-f(x))}{T}=-s(x),$$

because $1-f(x)=e^{x/T}/(e^{x/T}+1)$. Since $0<f<1$, the weight $s$ is positive. Since the exponential increases strictly, $f$ decreases strictly.

**Continuity of the chemical potential.** Let $B=\sum_i|v_i|$, so that $|t v_i|\le|t|B$ for every $i$. If $\mu(t)-\mu(0)>|t|B$, then

$$e_i+t v_i-\mu(t)<e_i-\mu(0)\quad\text{for every } i,$$

and every level would be fuller than at $t=0$, which contradicts conservation of $N$. If $\mu(t)-\mu(0)<-|t|B$, every level would be emptier, with the same contradiction. Hence $|\mu(t)-\mu(0)|\le|t|B$, and $\mu$ is continuous at $0$.

**Slope of the chemical potential.** Put $x_i(t)=e_i+t v_i-\mu(t)$ and define the difference quotient

$$d_i(t)=\frac{f(x_i(t))-f(x_i(0))}{x_i(t)-x_i(0)},$$

with the value $f'(x_i(0))=-w_i$ where the denominator vanishes. As $t\to0$, $x_i(t)\to x_i(0)$ and so $d_i(t)\to-w_i$. The occupation changes add up to zero:

$$0=\sum_i d_i(t)\,\bigl[t v_i-(\mu(t)-\mu(0))\bigr].$$

The sum $\sum_i d_i(t)$ tends to $-\sum_i w_i\neq0$, so for small $t\ne0$ we may divide:

$$\frac{\mu(t)-\mu(0)}{t}=\frac{\sum_i d_i(t)v_i}{\sum_i d_i(t)}\;\longrightarrow\;\frac{\sum_i w_i v_i}{\sum_i w_i}=\bar v .$$

Thus $\mu'(0)=\bar v$.

**Slope of the energy.** By the chain rule, the occupation of level $i$ has slope $-w_i(v_i-\bar v)$ at $t=0$. The product rule then gives

$$E'(0)=\sum_i\bigl[f_i v_i-w_i(v_i-\bar v)\,e_i\bigr],$$

which is the result.

**Sign of the correction.** The definition of $\bar v$ gives $\sum_i w_i(v_i-\bar v)=0$. Subtracting $\bar e$ times this zero yields

$$\sum_i w_i e_i(v_i-\bar v)=\sum_i w_i(e_i-\bar e)(v_i-\bar v).$$

For $v_i=e_i$ the right-hand side is $\sum_i w_i(e_i-\bar e)^2$. If two levels differ, they cannot both equal $\bar e$, so at least one term is positive and none is negative.

## The Lean code

```lean
import Mathlib

open Filter Topology

namespace SmearedMetalForces

noncomputable section

variable {ι : Type*} [Fintype ι] {T N : ℝ} {e v : ι → ℝ} {μ : ℝ → ℝ}

/-- Fermi-Dirac occupation of a level at energy `x` above the chemical potential,
at temperature `T > 0` in energy units. -/
def fermi (T x : ℝ) : ℝ := 1 / (Real.exp (x / T) + 1)

/-- Smearing weight `f (1 - f) / T` of a level at energy `x` above the chemical potential,
for `T > 0`. -/
def smear (T x : ℝ) : ℝ := fermi T x * (1 - fermi T x) / T

/-- Total number of electrons in the levels `e` at chemical potential `m`, for `T > 0`. -/
def electronCount (T : ℝ) (e : ι → ℝ) (m : ℝ) : ℝ := ∑ i, fermi T (e i - m)

/-- Band energy: the sum of occupation times level energy, without entropy, for `T > 0`. -/
def bandEnergy (T : ℝ) (e : ι → ℝ) (m : ℝ) : ℝ := ∑ i, fermi T (e i - m) * e i

/-- Mean of `a` with weights `w`, for weights of nonzero sum. -/
def wmean (w a : ι → ℝ) : ℝ := (∑ i, w i * a i) / ∑ i, w i

/-- At `T > 0` the slope of the Fermi-Dirac occupation is minus the smearing weight. -/
theorem fermi_hasDerivAt (hT : 0 < T) (x : ℝ) : HasDerivAt (fermi T) (-smear T x) x := by
  have h1 : HasDerivAt (fun y => Real.exp (y / T) + 1) (Real.exp (x / T) * (1 / T)) x :=
    (((hasDerivAt_id' x).div_const T).exp).add_const 1
  have h0 : Real.exp (x / T) + 1 ≠ 0 := by positivity
  have hT' : T ≠ 0 := hT.ne'
  refine ((hasDerivAt_const x (1 : ℝ)).fun_div h1 h0).congr_deriv ?_
  simp only [smear, fermi]
  generalize Real.exp (x / T) = a at h0 ⊢
  field_simp
  ring

/-- At `T > 0` a higher level is strictly less occupied. -/
theorem fermi_strictAnti (hT : 0 < T) : StrictAnti (fermi T) := by
  intro x y hxy
  unfold fermi
  apply one_div_lt_one_div_of_lt (by positivity)
  have h : x / T < y / T := div_lt_div_of_pos_right hxy hT
  linarith [Real.exp_lt_exp.mpr h]

/-- At `T > 0` every level has a positive smearing weight. -/
theorem smear_pos (hT : 0 < T) (x : ℝ) : 0 < smear T x := by
  have h := Real.exp_pos (x / T)
  have h0 : 0 < fermi T x := by unfold fermi; positivity
  have h1 : fermi T x < 1 := by
    unfold fermi
    rw [div_lt_one (by positivity)]
    linarith
  exact div_pos (mul_pos h0 (sub_pos.mpr h1)) hT


/-- At `T > 0` and fixed electron number, the chemical potential of a nonempty set of levels
`e i + t * v i` moves by at most `|t|` times the sum of the `|v i|`. -/
theorem chemicalPotential_shift_le [Nonempty ι] (hT : 0 < T)
    (hμ : ∀ t, electronCount T (fun i => e i + t * v i) (μ t) = N) (t : ℝ) :
    |μ t - μ 0| ≤ |t| * ∑ i, |v i| := by
  have hb : ∀ i, |t * v i| ≤ |t| * ∑ j, |v j| := fun i => by
    rw [abs_mul]
    exact mul_le_mul_of_nonneg_left (Finset.single_le_sum (f := fun j => |v j|)
      (fun j _ => abs_nonneg (v j)) (Finset.mem_univ i)) (abs_nonneg t)
  have h : ∑ i, fermi T (e i + t * v i - μ t) = ∑ i, fermi T (e i + 0 * v i - μ 0) :=
    (hμ t).trans (hμ 0).symm
  -- a larger shift would fill, or empty, all levels at once
  rw [abs_le]
  constructor <;> by_contra! hc
  · refine not_lt_of_ge h.ge (Finset.sum_lt_sum_of_nonempty Finset.univ_nonempty
      fun i _ => fermi_strictAnti hT ?_)
    linarith [(abs_le.mp (hb i)).1]
  · refine not_lt_of_ge h.symm.ge (Finset.sum_lt_sum_of_nonempty Finset.univ_nonempty
      fun i _ => fermi_strictAnti hT ?_)
    linarith [(abs_le.mp (hb i)).2]

/-- At `T > 0` and fixed electron number, the chemical potential of a nonempty set of levels
`e i + t * v i` is differentiable at `t = 0`, with slope the smearing-weighted mean of `v`. -/
theorem chemicalPotential_hasDerivAt [Nonempty ι] (hT : 0 < T)
    (hμ : ∀ t, electronCount T (fun i => e i + t * v i) (μ t) = N) :
    HasDerivAt μ (wmean (fun i => smear T (e i - μ 0)) v) 0 := by
  have hc : Tendsto μ (𝓝 0) (𝓝 (μ 0)) := by
    have h : Continuous fun t : ℝ => |t| * ∑ i, |v i| := by fun_prop
    have h' : Tendsto (fun t : ℝ => |t| * ∑ i, |v i|) (𝓝 0) (𝓝 0) := by
      simpa using h.tendsto 0
    exact tendsto_iff_norm_sub_tendsto_zero.mpr (squeeze_zero (fun _ => norm_nonneg _)
      (fun t => chemicalPotential_shift_le hT hμ t) h')
  -- difference quotients of the occupations
  obtain ⟨d, hd⟩ : ∃ d : ι → ℝ → ℝ, ∀ i t,
      d i t = dslope (fermi T) (e i - μ 0) (e i + t * v i - μ t) := ⟨_, fun _ _ => rfl⟩
  have hlim : ∀ i, Tendsto (d i) (𝓝 0) (𝓝 (-smear T (e i - μ 0))) := fun i => by
    have h1 : ContinuousAt (dslope (fermi T) (e i - μ 0)) (e i - μ 0) :=
      continuousAt_dslope_same.mpr (fermi_hasDerivAt hT _).differentiableAt
    have h : Tendsto (fun t : ℝ => e i + t * v i) (𝓝 0) (𝓝 (e i + 0 * v i)) :=
      (by fun_prop : Continuous fun t : ℝ => e i + t * v i).tendsto 0
    have h2 : Tendsto (fun t => e i + t * v i - μ t) (𝓝 0) (𝓝 (e i - μ 0)) := by
      simpa using h.sub hc
    have h3 := h1.tendsto.comp h2
    rw [dslope_same, (fermi_hasDerivAt hT _).deriv] at h3
    exact h3.congr fun t => (hd i t).symm
  -- conservation of the electron number
  have hsum : ∀ t, t * ∑ i, d i t * v i = (μ t - μ 0) * ∑ i, d i t := fun t => by
    have h : ∑ i, (fermi T (e i + t * v i - μ t) - fermi T (e i - μ 0)) = 0 := by
      rw [Finset.sum_sub_distrib, sub_eq_zero]
      simpa [electronCount] using (hμ t).trans (hμ 0).symm
    have h' : ∑ i, (t * (d i t * v i) - (μ t - μ 0) * d i t) = 0 := by
      refine Eq.trans (Finset.sum_congr rfl fun i _ => ?_) h
      rw [← sub_smul_dslope (fermi T) (e i - μ 0) (e i + t * v i - μ t), smul_eq_mul, hd]
      ring
    rw [Finset.sum_sub_distrib, ← Finset.mul_sum, ← Finset.mul_sum] at h'
    exact sub_eq_zero.mp h'
  have hpos : 0 < ∑ i, smear T (e i - μ 0) :=
    Finset.sum_pos (fun i _ => smear_pos hT _) Finset.univ_nonempty
  have hne : ∑ i, -smear T (e i - μ 0) ≠ 0 := by
    rw [Finset.sum_neg_distrib]
    exact neg_ne_zero.mpr hpos.ne'
  have hD : Tendsto (fun t => ∑ i, d i t) (𝓝 0) (𝓝 (∑ i, -smear T (e i - μ 0))) :=
    tendsto_finsetSum _ fun i _ => hlim i
  have hV : Tendsto (fun t => ∑ i, d i t * v i) (𝓝 0)
      (𝓝 (∑ i, -smear T (e i - μ 0) * v i)) :=
    tendsto_finsetSum _ fun i _ => (hlim i).mul_const (v i)
  have hq := hV.div hD hne
  simp only [neg_mul, Finset.sum_neg_distrib, neg_div_neg_eq] at hq
  rw [hasDerivAt_iff_tendsto_slope_zero]
  refine (hq.mono_left nhdsWithin_le_nhds).congr' ?_
  filter_upwards [self_mem_nhdsWithin, nhdsWithin_le_nhds (hD.eventually_ne hne)] with t ht hDt
  have ht' : t ≠ 0 := ht
  change (∑ i, d i t * v i) / (∑ i, d i t) = _
  rw [zero_add, smul_eq_mul, div_eq_iff hDt, mul_assoc, ← hsum t, inv_mul_cancel_left₀ ht']

/-- At `T > 0` and fixed electron number, the band energy of a nonempty set of levels
`e i + t * v i` has at `t = 0` the Hellmann-Feynman slope `∑ f v` minus the sum of
`w e (v - vbar)`, with `w` the smearing weights and `vbar` the `w`-weighted mean of `v`. -/
theorem bandEnergy_hasDerivAt [Nonempty ι] (hT : 0 < T)
    (hμ : ∀ t, electronCount T (fun i => e i + t * v i) (μ t) = N) :
    HasDerivAt (fun t => bandEnergy T (fun i => e i + t * v i) (μ t))
      (∑ i, fermi T (e i - μ 0) * v i - ∑ i, smear T (e i - μ 0) * e i *
        (v i - wmean (fun j => smear T (e j - μ 0)) v)) 0 := by
  have hm := chemicalPotential_hasDerivAt hT hμ
  rw [← Finset.sum_sub_distrib]
  unfold bandEnergy
  refine HasDerivAt.fun_sum fun i _ => ?_
  have hx : HasDerivAt (fun t : ℝ => e i + t * v i) (v i) 0 :=
    (((hasDerivAt_id' (0 : ℝ)).mul_const (v i)).const_add (e i)).congr_deriv (one_mul _)
  -- the occupation responds to the level shift relative to the chemical potential
  have hf : HasDerivAt (fun t => fermi T (e i + t * v i - μ t))
      (-smear T (e i + 0 * v i - μ 0) *
        (v i - wmean (fun j => smear T (e j - μ 0)) v)) 0 := by
    have h : HasDerivAt (fermi T ∘ fun t => e i + t * v i - μ t)
        (-smear T (e i + 0 * v i - μ 0) *
          (v i - wmean (fun j => smear T (e j - μ 0)) v)) 0 :=
      HasDerivAt.comp 0 (fermi_hasDerivAt hT (e i + 0 * v i - μ 0)) (hx.fun_sub hm)
    exact h
  refine (hf.fun_mul hx).congr_deriv ?_
  simp only [zero_mul, add_zero]
  ring

/-- For weights of nonzero sum, the sum of `w a (b - bbar)` equals the sum of
`w (a - abar) (b - bbar)`, where `abar` and `bbar` are the `w`-weighted means. This is the weighted
covariance of `a` and `b` before division by the sum of the weights. -/
theorem sum_eq_covariance (w a b : ι → ℝ) (hw : ∑ i, w i ≠ 0) :
    ∑ i, w i * a i * (b i - wmean w b) =
      ∑ i, w i * (a i - wmean w a) * (b i - wmean w b) := by
  have h0 : ∑ i, w i * (b i - wmean w b) = 0 := by
    have h : (∑ i, w i) * wmean w b = ∑ i, w i * b i := by
      unfold wmean
      field_simp
    simp only [mul_sub, Finset.sum_sub_distrib, ← Finset.sum_mul]
    linarith
  have h1 : ∑ i, w i * (a i - wmean w a) * (b i - wmean w b) =
      ∑ i, w i * a i * (b i - wmean w b) - wmean w a * ∑ i, w i * (b i - wmean w b) := by
    rw [Finset.mul_sum, ← Finset.sum_sub_distrib]
    exact Finset.sum_congr rfl fun i _ => by ring
  rw [h1, h0, mul_zero, sub_zero]

/-- If the spectrum is stretched as `e i + t * e i` at `T > 0` and fixed electron number, and
two levels differ, the slope of the band energy at `t = 0` lies strictly below the
Hellmann-Feynman value. -/
theorem deriv_bandEnergy_lt_hellmannFeynman (hT : 0 < T)
    (hμ : ∀ t, electronCount T (fun i => e i + t * e i) (μ t) = N)
    {i j : ι} (hij : e i ≠ e j) :
    deriv (fun t => bandEnergy T (fun k => e k + t * e k) (μ t)) 0 <
      ∑ k, fermi T (e k - μ 0) * e k := by
  have hne : Nonempty ι := ⟨i⟩
  have hw : 0 < ∑ k, smear T (e k - μ 0) :=
    Finset.sum_pos (fun k _ => smear_pos hT _) Finset.univ_nonempty
  rw [(bandEnergy_hasDerivAt hT hμ).deriv,
    sum_eq_covariance (fun k => smear T (e k - μ 0)) e e hw.ne']
  apply sub_lt_self
  -- the covariance of the levels with themselves is a positive variance
  obtain ⟨k, hk⟩ : ∃ k, e k ≠ wmean (fun l => smear T (e l - μ 0)) e := by
    by_contra! h
    exact hij ((h i).trans (h j).symm)
  refine Finset.sum_pos' (fun l _ => ?_) ⟨k, Finset.mem_univ k, ?_⟩
  · rw [mul_assoc]
    exact mul_nonneg (smear_pos hT _).le (mul_self_nonneg _)
  · rw [mul_assoc]
    exact mul_pos (smear_pos hT _) (mul_self_pos.mpr (sub_ne_zero.mpr hk))

end

end SmearedMetalForces
```

```lean
#print axioms SmearedMetalForces.deriv_bandEnergy_lt_hellmannFeynman
```

```
'SmearedMetalForces.deriv_bandEnergy_lt_hellmannFeynman' depends on axioms: [propext, Classical.choice, Quot.sound]
```

## From the Fermi function to the strict inequality

`fermi_hasDerivAt` differentiates the quotient and then replaces the exponential by a variable `a`, which leaves a rational identity for `field_simp` and `ring`. `fermi_strictAnti` and `smear_pos` supply the monotonicity and the positive weights.

`chemicalPotential_shift_le` splits the absolute value into its two inequalities and refutes the negation of each. The lemma `Finset.sum_lt_sum_of_nonempty` turns a strict change of every occupation into a strict change of their sum, which contradicts the equality `h` of the two electron counts.

In `chemicalPotential_hasDerivAt`, the bound gives continuity of `μ` at $0$ through `squeeze_zero`. The quotient $d_i(t)$ is Mathlib's `dslope`, which already takes the derivative as its value at coinciding points, so no case distinction is needed. `hlim` is the limit $d_i(t)\to-w_i$, and `hsum` is the conservation law in the form

$$t\sum_i d_i(t)v_i=(\mu(t)-\mu(0))\sum_i d_i(t).$$

`hV.div hD hne` takes the limit of the quotient. The closing `filter_upwards` restricts to those $t\neq0$ near $0$ for which $\sum_i d_i(t)\neq0$, where this quotient equals the difference quotient of `μ`.

`bandEnergy_hasDerivAt` works term by term with `HasDerivAt.fun_sum`. In it, `hx` is the slope of a level, `hf` is the chain rule for its occupation, and `hf.fun_mul hx` is the product rule.

`sum_eq_covariance` is pure algebra and holds for any weights of nonzero sum, whatever their signs. Its `h0` is the vanishing sum of weighted deviations.

`deriv_bandEnergy_lt_hellmannFeynman` sets `v` equal to `e`, rewrites the slope with the two preceding theorems, and reduces the claim by `sub_lt_self` to a positive variance. The hypothesis `hij` provides a level `k` away from the mean, and `Finset.sum_pos'` needs just that one positive term among nonnegative ones.
